# In the one-dimensional model, steady domain-wall motion exists exactly up to the Walker field

Take the one-dimensional model of a rigid domain wall with positive damping and hard-axis anisotropy. Extrapolate its low-field steady velocity to stronger fields, and the straight line eventually predicts a steady motion that does not exist in the model. The line ends at the Walker field. A simulated wall in this fixed-width model therefore has a steady mobility to report only up to that field.

In Lean 4 with Mathlib:

```lean
import Mathlib

open Real Set

namespace WalkerBreakdown

noncomputable section
```

## The Walker field and the wall equations

Let $a$ be the Gilbert damping, $g$ the gyromagnetic ratio, $D$ the wall width and $H$ the field applied along the easy axis. The hard-axis anisotropy field $K$ measures the cost of turning the wall's magnetization out of the easy plane. The Walker field is
$$H_W=\frac{aK}{2}.$$

```lean
/-- The Walker field `a K / 2` for damping `a` and hard-axis anisotropy field `K`. -/
def walkerField (a K : ℝ) : ℝ := a * K / 2
```

The wall is described by its position $q(t)$ and tilt angle $p(t)$ out of the easy plane. The applied field makes the tilt precess, while damping of the wall's motion opposes this. A tilted wall feels an anisotropy torque, which pushes it along:
$$p'+a\,\frac{q'}{D}=gH,\qquad \frac{q'}{D}-a\,p'=g\,\frac K2\,\sin 2p .$$

These equations are the starting point; they are not derived here from the Landau–Lifshitz–Gilbert equation. They keep $D$ fixed, although a real wall's width can change with its tilt, and they leave out pinning, temperature and bending. The units are such that $gH$ and $gK$ are angular frequencies.

In `IsWallMotion`, `q` and `p` are differentiable functions on the whole time axis, and the fields `precession` and `drive` are the two equations at every time. The structure puts no sign condition on the constants; each theorem adds those it needs.

```lean
/-- Equations of motion of a domain wall with position `q` and tilt angle `p`, for damping `a`,
gyromagnetic ratio `g`, wall width `D`, hard-axis anisotropy field `K` and applied field `H`. They
have their physical meaning only for `D ≠ 0`, which the structure does not require. -/
structure IsWallMotion (a g D K H : ℝ) (q p : ℝ → ℝ) : Prop where
  diff_q : Differentiable ℝ q
  diff_p : Differentiable ℝ p
  precession : ∀ t, deriv p t + a * (deriv q t / D) = g * H
  drive : ∀ t, deriv q t / D - a * deriv p t = g * (K / 2) * sin (2 * p t)
```

## Uniform translation turns the dynamics into algebra

Insert $q(t)=q_0+vt$ and $p(t)=\varphi$, with $q_0$, $v$ and $\varphi$ constant. Then $q'=v$ and $p'=0$, so the equations become
$$a\,\frac vD=gH,\qquad \frac vD=g\,\frac K2\,\sin 2\varphi .$$
Conversely, if these two relations hold, the equations of motion hold at every time, because nothing in them depends on $t$. The proof computes the derivatives, reads off the relations at $t=0$ for one direction, and uses them at every $t$ for the other.

```lean
/-- A wall translating at constant velocity `v` with constant tilt `φ` solves the equations of
motion exactly when damping balances the applied field and the anisotropy torque sustains `v`. -/
theorem steady_iff (a g D K H q₀ v φ : ℝ) :
    IsWallMotion a g D K H (fun t => q₀ + v * t) (fun _ => φ) ↔
      a * (v / D) = g * H ∧ v / D = g * (K / 2) * sin (2 * φ) := by
  have hq : ∀ t : ℝ, HasDerivAt (fun t => q₀ + v * t) v t := fun t => by
    have h := ((hasDerivAt_id' t).const_mul v).const_add q₀
    rw [mul_one] at h
    exact h
  constructor
  · intro h
    have h1 := h.precession 0
    have h2 := h.drive 0
    simp only [(hq 0).deriv, deriv_const, zero_add] at h1
    simp only [(hq 0).deriv, deriv_const, mul_zero, sub_zero] at h2
    exact ⟨h1, h2⟩
  · rintro ⟨h1, h2⟩
    refine ⟨fun t => (hq t).differentiableAt, differentiable_const φ, fun t => ?_, fun t => ?_⟩
    · simp only [(hq t).deriv, deriv_const, zero_add]
      exact h1
    · simp only [(hq t).deriv, deriv_const, mul_zero, sub_zero]
      exact h2
```

Multiplying the first relation by $D/a$ gives
$$v=\frac{gDH}{a},$$
so the steady mobility is $gD/a$. Only $a\neq0$ and $D\neq0$ are needed.

```lean
/-- With nonzero damping and wall width, a steadily moving wall has velocity `g D H / a`. -/
theorem steady_velocity {a g D K H q₀ v φ : ℝ} (ha : a ≠ 0) (hD : D ≠ 0)
    (h : IsWallMotion a g D K H (fun t => q₀ + v * t) (fun _ => φ)) :
    v = g * D * H / a := by
  have h1 := ((steady_iff a g D K H q₀ v φ).1 h).1
  rw [eq_div_iff ha]
  calc v * a = a * (v / D) * D := by field_simp
    _ = g * D * H := by rw [h1]; ring
```

## The anisotropy torque sets the largest steady field

Substitute the second relation into the first and cancel $g$:
$$H=\frac{aK}{2}\sin 2\varphi=H_W\sin 2\varphi .$$
Since $|\sin 2\varphi|\le1$, a steady wall requires $|H|\le H_W$. Conversely, if $|H|\le H_W$, take
$$\varphi=\tfrac12\arcsin\frac{H}{H_W},\qquad v=\frac{gDH}{a}.$$
The first relation is then immediate, and the second holds because
$$g\,\frac K2\,\frac{H}{H_W}=\frac{gH}{a}=\frac vD .$$

The theorem states this equivalence for every real $H$ and every starting position `q₀`, and adds that every steady wall has the velocity above. A wall at rest counts as steady, with $v=0$. In the proof, `linear_combination` eliminates the velocity, and `sin_arcsin` verifies the chosen tilt.

```lean
/-- For positive damping, gyromagnetic ratio, wall width and anisotropy field, steady wall motion
exists exactly when `|H|` does not exceed the Walker field, and its velocity is `g D H / a`. -/
theorem walker_breakdown {a g D K : ℝ} (ha : 0 < a) (hg : 0 < g) (hD : 0 < D) (hK : 0 < K)
    (H q₀ : ℝ) :
    ((∃ v φ, IsWallMotion a g D K H (fun t => q₀ + v * t) (fun _ => φ)) ↔
      |H| ≤ walkerField a K) ∧
    ∀ v φ, IsWallMotion a g D K H (fun t => q₀ + v * t) (fun _ => φ) → v = g * D * H / a := by
  have hW : 0 < walkerField a K := by unfold walkerField; positivity
  refine ⟨⟨?_, ?_⟩, fun v φ h => steady_velocity ha.ne' hD.ne' h⟩
  · rintro ⟨v, φ, h⟩
    obtain ⟨h1, h2⟩ := (steady_iff a g D K H q₀ v φ).1 h
    -- eliminating the velocity leaves the torque balance
    have hH : H = walkerField a K * sin (2 * φ) := by
      apply mul_left_cancel₀ hg.ne'
      unfold walkerField
      linear_combination a * h2 - h1
    rw [hH, abs_mul, abs_of_pos hW]
    exact mul_le_of_le_one_right hW.le (abs_sin_le_one _)
  · intro hH
    obtain ⟨hl, hu⟩ := abs_le.1 hH
    have hl' : -1 ≤ H / walkerField a K := by
      rw [le_div_iff₀ hW]; linarith
    have hu' : H / walkerField a K ≤ 1 := by
      rw [div_le_iff₀ hW]; linarith
    -- the tilt angle is fixed by the ratio of the field to the Walker field
    refine ⟨g * D * H / a, arcsin (H / walkerField a K) / 2, (steady_iff _ _ _ _ _ _ _ _).2 ⟨?_, ?_⟩⟩
    · field_simp
    · have h2 : 2 * (arcsin (H / walkerField a K) / 2) = arcsin (H / walkerField a K) := by ring
      rw [h2, sin_arcsin hl' hu']
      unfold walkerField
      field_simp
```

The speed limit follows:
$$|v|=\frac{gD}{a}|H|\le\frac{gD}{a}H_W=\frac{gDK}{2},$$
with equality exactly when $|H|=H_W$. Damping changes the field at which the top steady speed is reached, but not that speed. The proof rewrites both sides with the common positive factor $gD/a$ and compares what remains.

```lean
/-- For positive parameters, the speed of a steadily moving wall is at most `g D K / 2`, and
equals this value exactly when `|H|` is the Walker field. -/
theorem steady_speed_limit {a g D K H q₀ v φ : ℝ} (ha : 0 < a) (hg : 0 < g) (hD : 0 < D)
    (hK : 0 < K) (h : IsWallMotion a g D K H (fun t => q₀ + v * t) (fun _ => φ)) :
    |v| ≤ g * D * K / 2 ∧ (|v| = g * D * K / 2 ↔ |H| = walkerField a K) := by
  have hc : 0 < g * D / a := by positivity
  have hv : |v| = g * D / a * |H| := by
    have h1 : v = g * D / a * H := by
      rw [steady_velocity ha.ne' hD.ne' h]; ring
    rw [h1, abs_mul, abs_of_pos hc]
  have hm : g * D * K / 2 = g * D / a * walkerField a K := by
    unfold walkerField
    field_simp
  have hH := (walker_breakdown ha hg hD hK H q₀).1.1 ⟨v, φ, h⟩
  rw [hv, hm]
  exact ⟨mul_le_mul_of_nonneg_left hH hc.le, mul_right_inj' hc.ne'⟩
```

## Above the Walker field the tilt keeps turning

To follow a wall that need not be steady, solve the equations for the two rates. Subtracting $a$ times the second from the first removes $q'$; adding $a$ times the first to the second removes $p'$:
$$(1+a^2)p'=g(H-H_W\sin2p),$$
$$(1+a^2)\frac{q'}D=g\left(aH+\frac K2\sin2p\right).$$
The two `linear_combination` calls are these eliminations.

```lean
/-- The equations of motion, solved for the rate of change of the tilt angle and for the
wall velocity in units of the wall width. -/
theorem decoupled {a g D K H : ℝ} {q p : ℝ → ℝ} (h : IsWallMotion a g D K H q p) (t : ℝ) :
    (1 + a ^ 2) * deriv p t = g * (H - walkerField a K * sin (2 * p t)) ∧
    (1 + a ^ 2) * (deriv q t / D) = g * (a * H + K / 2 * sin (2 * p t)) := by
  unfold walkerField
  constructor
  · linear_combination h.precession t - a * h.drive t
  · linear_combination a * h.precession t + h.drive t
```

Because $\sin2p\le1$ and $H_W>0$,
$$p'\ge c,\qquad c=\frac{g(H-H_W)}{1+a^2}.$$
The mean value inequality turns this into $p(t)-p(s)\ge c(t-s)$ for $s\le t$. When $H>H_W$, the constant $c$ is positive and the tilt grows without bound.

```lean
/-- For positive damping, gyromagnetic ratio and anisotropy field, the tilt angle advances
at an average rate of at least `g (H - a K / 2) / (1 + a ^ 2)` over any time interval. -/
theorem angle_advance {a g D K H : ℝ} {q p : ℝ → ℝ} (ha : 0 < a) (hg : 0 < g) (hK : 0 < K)
    (h : IsWallMotion a g D K H q p) {s t : ℝ} (hst : s ≤ t) :
    g * (H - walkerField a K) / (1 + a ^ 2) * (t - s) ≤ p t - p s := by
  have hW : 0 < walkerField a K := by unfold walkerField; positivity
  have hb : ∀ x, g * (H - walkerField a K) / (1 + a ^ 2) ≤ deriv p x := fun x => by
    rw [div_le_iff₀ (by positivity), mul_comm (deriv p x), (decoupled h x).1]
    have hs := mul_le_of_le_one_right hW.le (sin_le_one (2 * p x))
    exact mul_le_mul_of_nonneg_left (by linarith) hg.le
  exact mul_sub_le_image_sub_of_le_deriv h.diff_p hb hst
```

## Just above the Walker field, a weakly damped wall runs backwards again and again

Now let $H>H_W$ and $aH<K/2$. Both conditions can be met only if $a<1$. Given any time $T$, choose a natural number $n>p(T)+\pi/4$. The angle
$$y=n\pi-\frac\pi4$$
is then at least $p(T)$, and $\sin2y=-1$. By time $T+(y-p(T))/c$ the tilt has reached or passed $y$, so by the intermediate value theorem $p(t)=y$ at some $t\ge T$. At that moment
$$(1+a^2)\frac{q'(t)}D=g\left(aH-\frac K2\right)<0,$$
and the wall moves against the direction in which a positive field drives a steady wall. Since $T$ was arbitrary, this recurs at arbitrarily late times.

In the proof, `hadv` is the growth estimate, `intermediate_value_Icc` finds the moment, and `hsin` evaluates the sine there. The theorem concerns the instantaneous velocity and gives no formula for the average drift.

```lean
/-- For positive parameters and a field `H` above the Walker field with `a H < K / 2`, the wall has
negative velocity at arbitrarily late times. -/
theorem retrograde_motion {a g D K H : ℝ} {q p : ℝ → ℝ} (ha : 0 < a) (hg : 0 < g) (hD : 0 < D)
    (hK : 0 < K) (hH : walkerField a K < H) (hH' : a * H < K / 2)
    (h : IsWallMotion a g D K H q p) (T : ℝ) : ∃ t, T ≤ t ∧ deriv q t < 0 := by
  have hc : 0 < g * (H - walkerField a K) / (1 + a ^ 2) :=
    div_pos (mul_pos hg (sub_pos.2 hH)) (by positivity)
  obtain ⟨n, hn⟩ := exists_nat_gt (p T + π / 4)
  have hy : p T ≤ n * π - π / 4 := by
    have hn0 : (0 : ℝ) ≤ n := Nat.cast_nonneg n
    nlinarith [pi_gt_three]
  -- wait long enough for the angle to pass a value of maximal opposing torque
  have hT : T ≤ T + (n * π - π / 4 - p T) / (g * (H - walkerField a K) / (1 + a ^ 2)) :=
    le_add_of_nonneg_right (div_nonneg (sub_nonneg.2 hy) hc.le)
  have hadv := angle_advance ha hg hK h hT
  rw [add_sub_cancel_left, mul_div_cancel₀ _ hc.ne'] at hadv
  obtain ⟨t, ht, hpt⟩ := intermediate_value_Icc hT h.diff_p.continuous.continuousOn
    ⟨hy, by linarith⟩
  refine ⟨t, ht.1, ?_⟩
  have hsin : sin (2 * p t) = -1 := by
    have h2 : 2 * p t = -(π / 2) + n * (2 * π) := by rw [hpt]; ring
    rw [h2, sin_add_nat_mul_two_pi, sin_neg, sin_pi_div_two]
  have hvel := (decoupled h t).2
  rw [hsin] at hvel
  by_contra hq
  have h0 : 0 ≤ (1 + a ^ 2) * (deriv q t / D) :=
    mul_nonneg (by positivity) (div_nonneg (not_lt.1 hq) hD.le)
  have hneg : g * (a * H + K / 2 * (-1)) < 0 := mul_neg_of_pos_of_neg hg (by linarith)
  linarith

end

end WalkerBreakdown
```

The condition $aH<K/2$ matters. Weak damping alone is not enough. Take $a=\tfrac1{10}$, $g=D=1$, $K=2$ and $H=20$, so that $H_W=\tfrac1{10}<H$ but $aH=2>K/2=1$. The velocity equation becomes
$$\tfrac{101}{100}\,q'=2+\sin2p\ge1,$$
so the wall always moves forward, with $q'\ge\tfrac{100}{101}$, even though no steady motion exists at this field.

```lean
#print axioms WalkerBreakdown.walker_breakdown
-- 'WalkerBreakdown.walker_breakdown' depends on axioms: [propext, Classical.choice, Quot.sound]
#print axioms WalkerBreakdown.steady_speed_limit
-- 'WalkerBreakdown.steady_speed_limit' depends on axioms: [propext, Classical.choice, Quot.sound]
#print axioms WalkerBreakdown.retrograde_motion
-- 'WalkerBreakdown.retrograde_motion' depends on axioms: [propext, Classical.choice, Quot.sound]
```
